# Second-order Stark shift of the infinite-well ground state: −(15/π² − 1)/(24π²) in units of m e²F²L⁴/ħ²

## The shift as a sum over states

The shift computed here is the second-order term of Rayleigh–Schrödinger perturbation theory, whose formula is taken as a definition. A particle of mass m and charge −e is confined to 0 ≤ x ≤ L by infinite walls, and a uniform electric field F along x adds the potential energy eFx. The unperturbed states and energies are

ψₙ(x) = √(2/L) sin(nπx/L), Eₙ = ħ²(nπ/L)²/(2m), n = 1, 2, 3, …

Differentiating twice gives ψₙ″ = −(nπ/L)²ψₙ, so ψₙ solves the Schrödinger equation with energy Eₙ. It vanishes at both walls, and its norm is 1 because sin²(nπx/L) integrates to L/2. With xₙ₁ = ∫₀ᴸ ψₙ x ψ₁ dx, the shift is

ΔE = Σ (eF xₙ₁)²/(E₁ − Eₙ), summed over n ≥ 2. The first-order term, eFL/2, is not included in ΔE; it is the same for every level and vanishes if the potential is measured from its value at the middle of the well.

For this one-particle model with hard walls, the result gives the quadratic low-field shift of a single carrier's ground level, one ingredient of the quantum-confined Stark effect, and shows how little a two-state truncation of the sum loses.

## Dipole elements and parity

The product formula for sines gives

xₙ₁ = (1/L) ∫₀ᴸ x [cos((n − 1)πx/L) − cos((n + 1)πx/L)] dx.

Integration by parts gives, for c ≠ 0,

∫₀ᴸ x cos(cx) dx = L sin(cL)/c + (cos(cL) − 1)/c².

For c = (n ∓ 1)π/L the sine vanishes and cos(cL) = −(−1)ⁿ. Hence

xₙ₁ = −(L/π²)(1 + (−1)ⁿ) [1/(n − 1)² − 1/(n + 1)²]

= −4nL(1 + (−1)ⁿ)/(π²(n² − 1)²).

This is zero for odd n and −8nL/(π²(n² − 1)²) for even n. Since E₁ − Eₙ = −ħ²π²(n² − 1)/(2mL²), an even state contributes

−(128/π⁶) · n²/(n² − 1)⁵ · m e²F²L⁴/ħ².

## Summing the even states

Put n = 2k + 2 with k ≥ 0, a = n − 1 = 2k + 1 and b = n + 1 = 2k + 3. Near a = 0,

n²/(n² − 1)⁵ = (1 + a)²/(32a⁵(1 + a/2)⁵),

and expanding gives the coefficients 1/32, −1/64, −1/128, 5/256, −5/256 of a⁻⁵, …, a⁻¹. The symmetry n → −n fixes the terms in b:

n²/(n² − 1)⁵ = (a⁻⁵ − b⁻⁵)/32 − (a⁻⁴ + b⁻⁴)/64 − (a⁻³ − b⁻³)/128 + 5(a⁻² + b⁻²)/256 − 5(a⁻¹ − b⁻¹)/256.

Now write a⁻⁴ + b⁻⁴ = 2a⁻⁴ − (a⁻⁴ − b⁻⁴), and likewise for the squares. Each difference a⁻ʲ − b⁻ʲ telescopes to 1 when summed over k, and these contributions cancel:

1/32 + 1/64 − 1/128 − 5/256 − 5/256 = 0.

What remains is −a⁻⁴/32 + 5a⁻²/128. Removing the even terms from Σ 1/n² = π²/6 and Σ 1/n⁴ = π⁴/90 leaves π²/8 and π⁴/96 for the odd numbers, so

Σ n²/(n² − 1)⁵ = −π⁴/3072 + 5π²/1024 = π²(15 − π²)/3072.

Multiplying by −128/π⁶ gives

ΔE = −(15/π² − 1)/(24π²) · m e²F²L⁴/ħ².

The n = 2 term of the series is 4/243, so its share of the shift is

(12288/243)/(π²(15 − π²)).

Since π > 3.14, π² > 9.85. The product π²(15 − π²) is then below 9.85 · 5.15 = 50.7275, and the share exceeds 0.99.

## Numbers for m = e = F = L = ħ = 1

Here x₂₁ = −16/(9π²) ≈ −0.18013 and E₁ − E₂ = −3π²/2 ≈ −14.804. The n = 2 contribution is therefore about −0.0021916. The full shift is about −0.0021945, so the share of n = 2 is about 99.87 percent.

## What the theorems state

`wellState`, `wellLevel` and `dipole` are ψₙ, Eₙ and the integral xₙ₁. `starkTerm` is one summand of ΔE, and `starkUnit` is m e²F²L⁴/ħ².

`ground_state_stark_shift` says that the summands divided by the unit have the sum −(15/π² − 1)/(24π²). Its index k starts at 0 and stands for the state n = k + 2, so odd states are included. `even_series` uses n = 2k + 2 instead. `first_excited_state_dominates` compares the n = 2 summand with the whole sum, written `∑'`.

The hypotheses are L > 0 and nonzero m, e, F and ħ; without the latter the unit could vanish and the quotient would lose its meaning. Physically m is positive, which makes the second-order shift negative.

The file does not derive the second-order formula from the Hamiltonian with the field, nor does it prove that the sine states are complete. Finite barriers, position-dependent mass and electron–hole interaction are absent from the model.

## The Lean file

```lean
import Mathlib

open Real Filter Topology

namespace QuantumWellStark

noncomputable section

/-- The `n`-th stationary state of an infinite well occupying `0 ≤ x ≤ L`. -/
def wellState (L : ℝ) (n : ℕ) (x : ℝ) : ℝ :=
  Real.sqrt (2 / L) * Real.sin (n * π / L * x)

/-- The `n`-th energy level of a particle of mass `m` in the well. -/
def wellLevel (m hbar L : ℝ) (n : ℕ) : ℝ := hbar ^ 2 * (n * π / L) ^ 2 / (2 * m)

/-- The position matrix element between the `n`-th state and the ground state. -/
def dipole (L : ℝ) (n : ℕ) : ℝ :=
  ∫ x in (0 : ℝ)..L, wellState L n x * x * wellState L 1 x

/-- The contribution of the `n`-th state to the second-order energy shift of the ground state
under the perturbation `e F x`. -/
def starkTerm (m e F L hbar : ℝ) (n : ℕ) : ℝ :=
  (e * F * dipole L n) ^ 2 / (wellLevel m hbar L 1 - wellLevel m hbar L n)

/-- The unit `m e² F² L⁴ / ħ²` of the quadratic Stark shift. -/
def starkUnit (m e F L hbar : ℝ) : ℝ := m * e ^ 2 * F ^ 2 * L ^ 4 / hbar ^ 2

private lemma phase (c x : ℝ) : HasDerivAt (fun y : ℝ => c * y) c x := by
  simpa using (hasDerivAt_id x).const_mul c

/-- The well states solve the stationary Schrödinger equation with the well levels as energies. -/
theorem wellState_schrodinger (m hbar L : ℝ) (n : ℕ) (x : ℝ) :
    -(hbar ^ 2 / (2 * m)) * deriv (deriv (wellState L n)) x
      = wellLevel m hbar L n * wellState L n x := by
  have h1 : deriv (wellState L n) = fun y =>
      Real.sqrt (2 / L) * (Real.cos (n * π / L * y) * (n * π / L)) := by
    funext y
    exact ((phase (n * π / L) y).sin.const_mul _).deriv
  have h2 := ((phase (n * π / L) x).cos.mul_const (n * π / L)).const_mul (Real.sqrt (2 / L))
  rw [h1, h2.deriv]
  unfold wellLevel wellState
  ring

/-- The well states vanish at both walls and are normalised. -/
theorem wellState_normalised {L : ℝ} (hL : 0 < L) {n : ℕ} (hn : n ≠ 0) :
    wellState L n 0 = 0 ∧ wellState L n L = 0 ∧
      ∫ x in (0 : ℝ)..L, wellState L n x ^ 2 = 1 := by
  have hn' : (0 : ℝ) < n := by exact_mod_cast Nat.pos_of_ne_zero hn
  have hc : (n * π / L : ℝ) ≠ 0 := by positivity
  have hs : Real.sin (n * π / L * L) = 0 := by
    rw [div_mul_cancel₀ _ hL.ne']
    exact Real.sin_nat_mul_pi n
  refine ⟨by simp [wellState], by rw [wellState, hs, mul_zero], ?_⟩
  have h : ∫ x in (0 : ℝ)..L, wellState L n x ^ 2
      = 2 / L * ∫ x in (0 : ℝ)..L, Real.sin (n * π / L * x) ^ 2 := by
    rw [← intervalIntegral.integral_const_mul]
    refine intervalIntegral.integral_congr fun x _ => ?_
    simp only [wellState, mul_pow]
    rw [Real.sq_sqrt (by positivity)]
  rw [h, intervalIntegral.integral_comp_mul_left (fun y => Real.sin y ^ 2) hc,
    integral_sin_sq, hs]
  simp only [mul_zero, Real.sin_zero, zero_mul, smul_eq_mul, sub_zero, zero_add]
  field_simp

private lemma integral_x_cos {c : ℝ} (hc : c ≠ 0) (L : ℝ) :
    ∫ x in (0 : ℝ)..L, x * Real.cos (c * x)
      = L * (Real.sin (c * L) / c) + Real.cos (c * L) / c ^ 2 - 1 / c ^ 2 := by
  have key : ∀ x ∈ Set.uIcc 0 L, HasDerivAt
      (fun y => y * (Real.sin (c * y) / c) + Real.cos (c * y) / c ^ 2)
      (x * Real.cos (c * x)) x := fun x _ =>
    (((hasDerivAt_id' x).fun_mul ((phase c x).sin.div_const c)).fun_add
      ((phase c x).cos.div_const (c ^ 2))).congr_deriv (by field_simp; ring)
  rw [intervalIntegral.integral_eq_sub_of_hasDerivAt key
    (Continuous.intervalIntegrable (by fun_prop) _ _)]
  simp only [mul_zero, zero_mul, Real.cos_zero, zero_add]

/-- The position matrix elements between the ground state and the excited states; the factor
`1 + (-1)^n` is the parity selection rule. -/
theorem dipole_eq {L : ℝ} (hL : 0 < L) {n : ℕ} (hn : 2 ≤ n) :
    dipole L n = -(4 * n * L * (1 + (-1) ^ n) / (π ^ 2 * ((n : ℝ) ^ 2 - 1) ^ 2)) := by
  obtain ⟨j, rfl⟩ := Nat.exists_eq_add_of_le hn
  have ha : ((j + 1 : ℝ) * π / L) ≠ 0 := by positivity
  have hb : ((j + 3 : ℝ) * π / L) ≠ 0 := by positivity
  -- the product of two sines is a difference of cosines
  have hprod : ∀ x, wellState L (2 + j) x * x * wellState L 1 x = 1 / L *
      (x * Real.cos ((j + 1 : ℝ) * π / L * x) - x * Real.cos ((j + 3 : ℝ) * π / L * x)) := by
    intro x
    have h2 : Real.sqrt (2 / L) * Real.sqrt (2 / L) = 2 / L :=
      Real.mul_self_sqrt (by positivity)
    have e1 : (j + 1 : ℝ) * π / L * x
        = ((2 + j : ℕ) : ℝ) * π / L * x - ((1 : ℕ) : ℝ) * π / L * x := by push_cast; ring
    have e2 : (j + 3 : ℝ) * π / L * x
        = ((2 + j : ℕ) : ℝ) * π / L * x + ((1 : ℕ) : ℝ) * π / L * x := by push_cast; ring
    rw [e1, e2, Real.cos_sub, Real.cos_add]
    unfold wellState
    linear_combination (x * Real.sin (((2 + j : ℕ) : ℝ) * π / L * x) *
      Real.sin (((1 : ℕ) : ℝ) * π / L * x)) * h2
  have s1 : Real.sin ((j + 1 : ℝ) * π / L * L) = 0 := by
    rw [div_mul_cancel₀ _ hL.ne']
    exact_mod_cast Real.sin_nat_mul_pi (j + 1)
  have s2 : Real.sin ((j + 3 : ℝ) * π / L * L) = 0 := by
    rw [div_mul_cancel₀ _ hL.ne']
    exact_mod_cast Real.sin_nat_mul_pi (j + 3)
  have c1 : Real.cos ((j + 1 : ℝ) * π / L * L) = -(-1) ^ j := by
    have h := Real.cos_nat_mul_pi (j + 1)
    push_cast at h
    rw [div_mul_cancel₀ _ hL.ne', h]
    ring
  have c2 : Real.cos ((j + 3 : ℝ) * π / L * L) = -(-1) ^ j := by
    have h := Real.cos_nat_mul_pi (j + 3)
    push_cast at h
    rw [div_mul_cancel₀ _ hL.ne', h]
    ring
  have hp : (-1 : ℝ) ^ (2 + j) = (-1) ^ j := by rw [pow_add]; norm_num
  have hden : ((2 + j : ℕ) : ℝ) ^ 2 - 1 = (j + 1) * (j + 3) := by push_cast; ring
  unfold dipole
  simp_rw [hprod]
  rw [intervalIntegral.integral_const_mul, intervalIntegral.integral_sub
    (Continuous.intervalIntegrable (by fun_prop) _ _)
    (Continuous.intervalIntegrable (by fun_prop) _ _),
    integral_x_cos ha, integral_x_cos hb, s1, s2, c1, c2, hp, hden]
  generalize (-1 : ℝ) ^ j = s
  have h1 : (j + 1 : ℝ) ≠ 0 := by positivity
  have h3 : (j + 3 : ℝ) ≠ 0 := by positivity
  push_cast
  field_simp
  ring

private lemma telescope {j : ℕ} (hj : j ≠ 0) :
    HasSum (fun k : ℕ => 1 / (2 * (k : ℝ) + 1) ^ j - 1 / (2 * (k : ℝ) + 3) ^ j) 1 := by
  have t : Tendsto (fun n : ℕ => 1 / (2 * (n : ℝ) + 1)) atTop (𝓝 0) :=
    squeeze_zero (fun n => by positivity)
      (fun n => one_div_le_one_div_of_le (by positivity)
        (by linarith [Nat.cast_nonneg (α := ℝ) n]))
      (tendsto_one_div_add_atTop_nhds_zero_nat (𝕜 := ℝ))
  rw [hasSum_iff_tendsto_nat_of_nonneg (fun i => sub_nonneg.2
    (one_div_le_one_div_of_le (by positivity)
      (pow_le_pow_left₀ (by positivity) (by linarith) j)))]
  have hsum : ∀ n : ℕ, ∑ i ∈ Finset.range n,
      (1 / (2 * (i : ℝ) + 1) ^ j - 1 / (2 * (i : ℝ) + 3) ^ j)
        = 1 - 1 / (2 * (n : ℝ) + 1) ^ j := by
    intro n
    induction n with
    | zero => simp
    | succ n ih =>
      rw [Finset.sum_range_succ, ih]
      push_cast
      rw [show 2 * ((n : ℝ) + 1) + 1 = 2 * n + 3 by ring]
      ring
  simp_rw [hsum]
  have h := (t.pow j).const_sub 1
  simpa only [one_div_pow, zero_pow hj, sub_zero] using h

private lemma hasSum_of_eq {f g : ℕ → ℝ} {a b : ℝ} (h : HasSum g b)
    (hf : ∀ k, f k = g k) (hab : a = b) : HasSum f a := by
  obtain rfl : f = g := funext hf
  subst hab
  exact h

private lemma odd_sum {p : ℕ} {S : ℝ} (h : HasSum (fun n : ℕ => 1 / (n : ℝ) ^ p) S) :
    HasSum (fun k : ℕ => 1 / (2 * (k : ℝ) + 1) ^ p) (S - 1 / 2 ^ p * S) := by
  have he : HasSum (fun k : ℕ => 1 / ((2 * k : ℕ) : ℝ) ^ p) (1 / 2 ^ p * S) := by
    refine hasSum_of_eq (h.mul_left (1 / 2 ^ p)) (fun k => ?_) rfl
    push_cast
    rw [mul_pow, one_div_mul_one_div]
  have ho : Summable (fun k : ℕ => 1 / ((2 * k + 1 : ℕ) : ℝ) ^ p) :=
    h.summable.comp_injective (i := fun k : ℕ => 2 * k + 1) (fun a b hab => by
      simp only at hab
      omega)
  have hu := (HasSum.even_add_odd (f := fun n : ℕ => 1 / (n : ℝ) ^ p) he ho.hasSum).unique h
  have hv := ho.hasSum
  rw [eq_sub_of_add_eq' hu] at hv
  simpa only [Nat.cast_add, Nat.cast_mul, Nat.cast_ofNat, Nat.cast_one] using hv

/-- The series of `n² / (n² - 1)⁵` over even `n = 2k + 2` sums to `π² (15 - π²) / 3072`. -/
theorem even_series :
    HasSum (fun k : ℕ => (2 * (k : ℝ) + 2) ^ 2 / ((2 * (k : ℝ) + 2) ^ 2 - 1) ^ 5)
      (π ^ 2 * (15 - π ^ 2) / 3072) := by
  -- partial fractions: telescoping pieces and inverse even powers of odd numbers
  have h := ((((((telescope (j := 5) (by norm_num)).mul_left (1 / 32)).add
    ((telescope (j := 4) (by norm_num)).mul_left (1 / 64))).add
    ((telescope (j := 3) (by norm_num)).mul_left (-1 / 128))).add
    ((telescope (j := 2) (by norm_num)).mul_left (-5 / 256))).add
    ((telescope (j := 1) (by norm_num)).mul_left (-5 / 256))).add
    (((odd_sum hasSum_zeta_four).mul_left (-1 / 32)).add
      ((odd_sum hasSum_zeta_two).mul_left (5 / 128)))
  refine hasSum_of_eq h (fun k => ?_) ?_
  · try simp only [Pi.add_apply]
    have h1 : (2 * (k : ℝ) + 1) ≠ 0 := by positivity
    have h3 : (2 * (k : ℝ) + 3) ≠ 0 := by positivity
    rw [show (2 * (k : ℝ) + 2) ^ 2 - 1 = (2 * k + 1) * (2 * k + 3) by ring]
    field_simp
    ring
  · ring

/-- An even state `n = 2i + 2` contributes `-(128/π⁶) n² / (n² - 1)⁵` to the shift, in units
`m e² F² L⁴ / ħ²`. -/
theorem starkTerm_even {m e F L hbar : ℝ} (hm : m ≠ 0) (he : e ≠ 0) (hF : F ≠ 0)
    (hL : 0 < L) (hh : hbar ≠ 0) (i : ℕ) :
    starkTerm m e F L hbar (2 * i + 2) / starkUnit m e F L hbar
      = -(128 / π ^ 6 * ((2 * (i : ℝ) + 2) ^ 2 / ((2 * (i : ℝ) + 2) ^ 2 - 1) ^ 5)) := by
  have hN : ((2 * i + 2 : ℕ) : ℝ) = 2 * (i : ℝ) + 2 := by norm_num
  have hp : (-1 : ℝ) ^ (2 * i + 2) = 1 := Even.neg_one_pow ⟨i + 1, by ring⟩
  have hgap : wellLevel m hbar L 1 - wellLevel m hbar L (2 * i + 2)
      = -(hbar ^ 2 * π ^ 2 * ((2 * (i : ℝ) + 2) ^ 2 - 1) / (2 * m * L ^ 2)) := by
    unfold wellLevel
    rw [hN, Nat.cast_one]
    ring
  have hq : (2 * (i : ℝ) + 2) ^ 2 - 1 ≠ 0 := by
    rw [show (2 * (i : ℝ) + 2) ^ 2 - 1 = (2 * i + 1) * (2 * i + 3) by ring]
    positivity
  unfold starkTerm starkUnit
  rw [hgap, dipole_eq hL (by omega), hp, hN]
  generalize (2 * (i : ℝ) + 2) ^ 2 - 1 = q at hq ⊢
  generalize 2 * (i : ℝ) + 2 = N
  have hL' := hL.ne'
  have hpi := Real.pi_ne_zero
  field_simp
  ring

/-- Summed over all excited states, the second-order Stark shift of the ground state is
`-(15/π² - 1)/(24 π²)` in units `m e² F² L⁴ / ħ²`. -/
theorem ground_state_stark_shift {m e F L hbar : ℝ} (hm : m ≠ 0) (he : e ≠ 0) (hF : F ≠ 0)
    (hL : 0 < L) (hh : hbar ≠ 0) :
    HasSum (fun k : ℕ => starkTerm m e F L hbar (k + 2) / starkUnit m e F L hbar)
      (-((15 / π ^ 2 - 1) / (24 * π ^ 2))) := by
  have hev : HasSum (fun i : ℕ => starkTerm m e F L hbar (2 * i + 2) / starkUnit m e F L hbar)
      (-(128 / π ^ 6 * (π ^ 2 * (15 - π ^ 2) / 3072))) := by
    simp_rw [starkTerm_even hm he hF hL hh]
    exact (even_series.mul_left _).neg
  -- odd states have the parity of the ground state and drop out
  have hz : ∀ i : ℕ, starkTerm m e F L hbar (2 * i + 1 + 2) / starkUnit m e F L hbar = 0 := by
    intro i
    have hp : (-1 : ℝ) ^ (2 * i + 1 + 2) = -1 := Odd.neg_one_pow ⟨i + 1, by ring⟩
    unfold starkTerm
    rw [dipole_eq hL (by omega), hp]
    simp
  have hod : HasSum (fun i : ℕ =>
      starkTerm m e F L hbar (2 * i + 1 + 2) / starkUnit m e F L hbar) 0 := by
    simp_rw [hz]
    exact hasSum_zero
  have h := HasSum.even_add_odd
    (f := fun k : ℕ => starkTerm m e F L hbar (k + 2) / starkUnit m e F L hbar) hev hod
  convert h using 1
  have hpi := Real.pi_ne_zero
  field_simp
  ring

/-- The state `n = 2` alone supplies more than 99 percent of the second-order shift. -/
theorem first_excited_state_dominates {m e F L hbar : ℝ} (hm : m ≠ 0) (he : e ≠ 0)
    (hF : F ≠ 0) (hL : 0 < L) (hh : hbar ≠ 0) :
    99 / 100 < starkTerm m e F L hbar 2 / ∑' k : ℕ, starkTerm m e F L hbar (k + 2) := by
  have hu : starkUnit m e F L hbar ≠ 0 := by
    have hL' := hL.ne'
    unfold starkUnit
    positivity
  have ht := (ground_state_stark_shift hm he hF hL hh).tsum_eq
  rw [tsum_div_const] at ht
  have h2 : starkTerm m e F L hbar 2 / starkUnit m e F L hbar = -(128 / π ^ 6 * (4 / 243)) :=
    (starkTerm_even hm he hF hL hh 0).trans (by norm_num)
  have hratio : starkTerm m e F L hbar 2 / ∑' k : ℕ, starkTerm m e F L hbar (k + 2)
      = (starkTerm m e F L hbar 2 / starkUnit m e F L hbar) /
        ((∑' k : ℕ, starkTerm m e F L hbar (k + 2)) / starkUnit m e F L hbar) := by
    rw [div_div_div_cancel_right₀ hu]
  rw [hratio, h2, ht]
  have hlo : 9.85 < π ^ 2 := by nlinarith [Real.pi_gt_d2]
  have hhi : π ^ 2 < 15 := by nlinarith [Real.pi_lt_d2, Real.pi_pos]
  have hd : 15 - π ^ 2 ≠ 0 := (sub_pos.2 hhi).ne'
  have hpi := Real.pi_ne_zero
  have hr : -(128 / π ^ 6 * (4 / 243)) / -((15 / π ^ 2 - 1) / (24 * π ^ 2))
      = (12288 / 243) / (π ^ 2 * (15 - π ^ 2)) := by
    rw [show 15 / π ^ 2 - 1 = (15 - π ^ 2) / π ^ 2 by field_simp]
    field_simp
    ring
  rw [hr, lt_div_iff₀ (mul_pos (by positivity) (by linarith))]
  nlinarith [mul_pos (sub_pos.2 hlo) (show 0 < π ^ 2 - 5.15 by linarith)]

end

end QuantumWellStark
```

```lean
#print axioms QuantumWellStark.wellState_schrodinger
#print axioms QuantumWellStark.wellState_normalised
#print axioms QuantumWellStark.ground_state_stark_shift
#print axioms QuantumWellStark.first_excited_state_dominates
```

```
'QuantumWellStark.wellState_schrodinger' depends on axioms: [propext, Classical.choice, Quot.sound]
'QuantumWellStark.wellState_normalised' depends on axioms: [propext, Classical.choice, Quot.sound]
'QuantumWellStark.ground_state_stark_shift' depends on axioms: [propext, Classical.choice, Quot.sound]
'QuantumWellStark.first_excited_state_dominates' depends on axioms: [propext, Classical.choice, Quot.sound]
```

## How the proof follows the calculation

`wellState_schrodinger` computes the two derivatives, with `phase` supplying the derivative of the sine's argument. `wellState_normalised` checks the walls and evaluates the sin² integral by a change of variable.

`integral_x_cos` verifies an antiderivative of x cos(cx) and applies the fundamental theorem of calculus. `dipole_eq` writes n = 2 + j, so that n − 1 and n + 1 become j + 1 and j + 3, visibly nonzero. Its step `hprod` is the product formula; `s1`, `s2`, `c1` and `c2` are the values at the wall x = L.

`telescope` finds the partial sums by induction and lets the leftover term tend to zero; because the summands are nonnegative, this limit gives the sum. `odd_sum` removes the even terms from an inverse-power series. In `even_series` these parts are added with the coefficients found above, `field_simp` and `ring` confirm the partial fractions, and `hasSum_of_eq` transfers the sum to the original series.

`starkTerm_even` combines the dipole element with the energy gap `hgap`. The main theorem then joins the even series to the odd one, whose terms are all zero by `dipole_eq`, using `HasSum.even_add_odd`.

For the dominance of n = 2, the unit cancels from the ratio and `hr` brings it to the closed form above. The final `nlinarith` uses (π² − 9.85)(π² − 5.15) > 0, which rearranges to π²(15 − π²) < 50.7275.
